# For a satisfiable constraint, a penalty gP leaves a ground-state violation of at most the spectral width of H over g

## How large must the penalty strength be?

Before I diagonalise a Hamiltonian with a penalty term, I have to choose the penalty strength. I have a Hermitian $H$ on a finite-dimensional state space and a positive semidefinite $P$ that vanishes exactly on the states I want, and I compute the ground state $\psi$ of $H+gP$ with $g>0$. Since $g$ is finite, $\psi$ can leak out of the constrained subspace. I measure this leakage by the expectation value of $P$, and I believe that it obeys

$$\langle\psi,P\psi\rangle\le\frac{\lambda_{\max}(H)-\lambda_{\min}(H)}{g}.$$

Can this be made rigorous and machine-checked, and does the leakage fall faster than $1/g$ if the nonzero eigenvalues of $P$ stay away from zero?

## A trial state that pays no penalty

Yes to both. Write $m=\lambda_{\min}(H)$ and $M=\lambda_{\max}(H)$, and let $e$ be the ground energy of $H+gP$, so $(H+gP)\psi=e\psi$ with $\|\psi\|=1$.

A Hermitian $A$ has an orthonormal eigenbasis $b_i$ with real eigenvalues $l_i$, and

$$\langle x,Ax\rangle=\sum_i l_i\,|\langle b_i,x\rangle|^2,\qquad \sum_i|\langle b_i,x\rangle|^2=\|x\|^2.$$

Hence $\langle x,Ax\rangle$ lies between the smallest and the largest eigenvalue times $\|x\|^2$.

Take a nonzero $\varphi$ with $P\varphi=0$. Then

$$e\|\varphi\|^2\le\langle\varphi,(H+gP)\varphi\rangle=\langle\varphi,H\varphi\rangle\le M\|\varphi\|^2,$$

so $e\le M$. In the ground state itself,

$$e=\langle\psi,H\psi\rangle+g\langle\psi,P\psi\rangle\ge m+g\langle\psi,P\psi\rangle.$$

Together these give $g\langle\psi,P\psi\rangle\le M-m$, and division by $g$ gives the bound. The sign of $P$ was never used, although it is positivity that lets $\langle\psi,P\psi\rangle$ measure a violation.

The kernel vector says that the constraint can be satisfied at all. For $P=1$ there is none, and the leakage is 1 at every $g$.

## A gap in the penalty gives $1/g^2$

Suppose every eigenvalue of $P$ is either $0$ or at least $\gamma>0$. In finite dimension every fixed positive semidefinite $P$ has such a $\gamma$, and its size enters the bound. Then $\langle\psi,P\psi\rangle\ge0$, so the last display also gives $e\ge m$, and $e$ lies in $[m,M]$. The eigenvalue equation reads $gP\psi=(e-H)\psi$. In the eigenbasis of $H$,

$$g^2\|P\psi\|^2=\sum_i(e-l_i)^2|\langle b_i,\psi\rangle|^2\le(M-m)^2,$$

because $e$ and $l_i$ both lie in $[m,M]$. Each eigenvalue $p$ of $P$ satisfies $\gamma p\le p^2$, so in the eigenbasis of $P$ we get $\gamma\langle\psi,P\psi\rangle\le\|P\psi\|^2$. Therefore

$$\langle\psi,P\psi\rangle\le\frac{(M-m)^2}{\gamma g^2}.$$

If $M>m$, this is the better bound once $\gamma g>M-m$; if $M=m$, both bounds are zero.

**A two-level example.** Let $H=\begin{pmatrix}0&1\\1&0\end{pmatrix}$, $P=\mathrm{diag}(0,1)$ and $g=3.75$. Then $M-m=2$ and $\gamma=1$. The ground state is $(4,-1)/\sqrt{17}$ with $e=-1/4$, and its leakage is $1/17\approx0.059$. The two bounds are $2/3.75\approx0.533$ and $4/14.0625\approx0.284$.

**The smallest case.** In one dimension a nonzero kernel forces $P=0$, and $H$ has a single level. Both bounds then read $0\le0$.

## What the Lean theorems say

The space `V` is a finite-dimensional complex inner product space, and observables are linear maps with `IsSymmetric`, which is Hermiticity. The set `levels A` holds the real eigenvalues, without multiplicity. `expect A x` is the real part of $\langle x,Ax\rangle$, an expectation value when $x$ is a unit vector. `IsGroundState A ψ e` says that `ψ` is a unit eigenvector with energy `e` and that no level lies below `e`; degeneracy is allowed.

In `constraint_leakage`, `IsLeast (levels H) m` and `IsGreatest (levels H) M` identify $m$ and $M$, while `hφ` and `hker` supply the kernel vector. `P` need only be Hermitian. `constraint_leakage_gapped` adds `hgap`, the condition on the eigenvalues of $P$, which also makes $P$ positive semidefinite.

In a finite-basis electronic-structure calculation, $P=(N-N_0)^2$ penalises a wrong electron number; if the sector $N=N_0$ is present, $\gamma=1$ is admissible. The usual $H$ conserves $N$, and then any $g>M-m$, with $m$ and $M$ taken over all sectors, removes the leakage entirely: otherwise some ground state would lie in a sector with $N\ne N_0$ and have a leakage of at least 1, which the first bound forbids. Both bounds concern exact ground states, not approximately optimised ones, and they do not cover unbounded Hamiltonians in infinite dimension.

```lean
import Mathlib

open scoped InnerProductSpace

namespace ConstraintLeakage

noncomputable section

variable {V : Type*} [NormedAddCommGroup V] [InnerProductSpace ℂ V]

/-- The real eigenvalues of an operator. -/
def levels (A : V →ₗ[ℂ] V) : Set ℝ := {e | ∃ v : V, v ≠ 0 ∧ A v = (e : ℂ) • v}

/-- The real part of `⟨x, A x⟩`, the expectation value of `A` in a unit vector `x`. -/
def expect (A : V →ₗ[ℂ] V) (x : V) : ℝ := (⟪x, A x⟫_ℂ).re

/-- The Hamiltonian `H + g P` with penalty operator `P` and penalty strength `g`. -/
def penalised (H P : V →ₗ[ℂ] V) (g : ℝ) : V →ₗ[ℂ] V := H + (g : ℂ) • P

/-- `ψ` is a unit eigenvector of `A` whose energy `e` lies below or at every level of `A`. -/
structure IsGroundState (A : V →ₗ[ℂ] V) (ψ : V) (e : ℝ) : Prop where
  norm_one : ‖ψ‖ = 1
  eigen : A ψ = (e : ℂ) • ψ
  lowest : ∀ e' ∈ levels A, e ≤ e'

/-- The expectation value of `H + g P` is that of `H` plus `g` times that of `P`. -/
theorem expect_penalised (H P : V →ₗ[ℂ] V) (g : ℝ) (x : V) :
    expect (penalised H P g) x = expect H x + g * expect P x := by
  simp [expect, penalised]

/-- In a ground state the expectation value of the Hamiltonian is the ground energy. -/
theorem IsGroundState.expect_eq {A : V →ₗ[ℂ] V} {ψ : V} {e : ℝ}
    (h : IsGroundState A ψ e) : expect A ψ = e := by
  have h1 : ⟪ψ, ψ⟫_ℂ = 1 := by
    rw [inner_self_eq_norm_sq_to_K, h.norm_one]
    simp
  rw [expect, h.eigen, inner_smul_right, h1]
  simp

variable [FiniteDimensional ℂ V]

/-- A Hermitian operator has an orthonormal eigenbasis, in which its expectation value is the
sum of its levels weighted by the squared amplitudes. -/
theorem exists_modes {A : V →ₗ[ℂ] V} (hA : A.IsSymmetric) :
    ∃ (b : OrthonormalBasis (Fin (Module.finrank ℂ V)) ℂ V)
      (l : Fin (Module.finrank ℂ V) → ℝ), (∀ i, l i ∈ levels A) ∧
      (∀ i x, ⟪b i, A x⟫_ℂ = (l i : ℂ) * ⟪b i, x⟫_ℂ) ∧
      ∀ x, expect A x = ∑ i, l i * ‖⟪b i, x⟫_ℂ‖ ^ 2 := by
  let b := hA.eigenvectorBasis rfl
  let l := hA.eigenvalues rfl
  have hb : ∀ i, A (b i) = ((l i : ℝ) : ℂ) • b i := fun i => hA.apply_eigenvectorBasis rfl i
  have hc : ∀ i x, ⟪b i, A x⟫_ℂ = (l i : ℂ) * ⟪b i, x⟫_ℂ := by
    intro i x
    rw [← hA (b i) x, hb, inner_smul_left, Complex.conj_ofReal]
  refine ⟨b, l, fun i => ⟨b i, b.orthonormal.ne_zero i, hb i⟩, hc, fun x => ?_⟩
  rw [expect, ← b.sum_inner_mul_inner x (A x), Complex.re_sum]
  refine Finset.sum_congr rfl fun i _ => ?_
  rw [hc, ← inner_conj_symm x (b i)]
  generalize ⟪b i, x⟫_ℂ = z
  rw [Complex.sq_norm, Complex.normSq_apply]
  simp only [Complex.mul_re, Complex.mul_im, Complex.conj_re, Complex.conj_im,
    Complex.ofReal_re, Complex.ofReal_im]
  ring

/-- If all levels of a Hermitian operator are at least `m`, then `⟨x, A x⟩ ≥ m ‖x‖²`. -/
theorem le_expect {A : V →ₗ[ℂ] V} (hA : A.IsSymmetric) {m : ℝ}
    (hm : ∀ e ∈ levels A, m ≤ e) (x : V) : m * ‖x‖ ^ 2 ≤ expect A x := by
  obtain ⟨b, l, hl, -, hx⟩ := exists_modes hA
  rw [hx, ← b.sum_sq_norm_inner_right x, Finset.mul_sum]
  exact Finset.sum_le_sum fun i _ => mul_le_mul_of_nonneg_right (hm _ (hl i)) (sq_nonneg _)

/-- If all levels of a Hermitian operator are at most `M`, then `⟨x, A x⟩ ≤ M ‖x‖²`. -/
theorem expect_le {A : V →ₗ[ℂ] V} (hA : A.IsSymmetric) {M : ℝ}
    (hM : ∀ e ∈ levels A, e ≤ M) (x : V) : expect A x ≤ M * ‖x‖ ^ 2 := by
  obtain ⟨b, l, hl, -, hx⟩ := exists_modes hA
  rw [hx, ← b.sum_sq_norm_inner_right x, Finset.mul_sum]
  exact Finset.sum_le_sum fun i _ => mul_le_mul_of_nonneg_right (hM _ (hl i)) (sq_nonneg _)

/-- For Hermitian `H` and `P`, the ground energy of `H + g P` is at most the largest level of `H`,
provided some nonzero vector satisfies the constraint `P φ = 0`. -/
theorem ground_energy_le {H P : V →ₗ[ℂ] V} (hH : H.IsSymmetric) (hP : P.IsSymmetric)
    {g M e : ℝ} {ψ φ : V} (hM : IsGreatest (levels H) M) (hφ : φ ≠ 0) (hker : P φ = 0)
    (hψ : IsGroundState (penalised H P g) ψ e) : e ≤ M := by
  have hK : (penalised H P g).IsSymmetric := by
    intro x y
    simp only [penalised, LinearMap.add_apply, LinearMap.smul_apply, inner_add_left,
      inner_add_right, inner_smul_left, inner_smul_right, Complex.conj_ofReal, hH x y, hP x y]
  -- the penalty vanishes on the trial state
  have h0 : expect P φ = 0 := by simp [expect, hker]
  have h1 := le_expect hK hψ.lowest φ
  rw [expect_penalised, h0, mul_zero, add_zero] at h1
  have h2 := expect_le hH (fun _ h => hM.2 h) φ
  have h3 : 0 < ‖φ‖ ^ 2 := pow_pos (norm_pos_iff.mpr hφ) 2
  exact le_of_mul_le_mul_right (h1.trans h2) h3

/-- Constraint leakage: in a ground state of `H + g P`, where `g > 0`, `H` is Hermitian and the
Hermitian penalty `P` has a nonzero kernel, the expectation value of `P` is at most the spectral
width of `H` over `g`. -/
theorem constraint_leakage {H P : V →ₗ[ℂ] V} (hH : H.IsSymmetric) (hP : P.IsSymmetric)
    {g m M e : ℝ} (hg : 0 < g) {ψ φ : V} (hm : IsLeast (levels H) m)
    (hM : IsGreatest (levels H) M) (hφ : φ ≠ 0) (hker : P φ = 0)
    (hψ : IsGroundState (penalised H P g) ψ e) : expect P ψ ≤ (M - m) / g := by
  have h1 := ground_energy_le hH hP hM hφ hker hψ
  have h2 := hψ.expect_eq
  rw [expect_penalised] at h2
  have h3 := le_expect hH (fun _ h => hm.2 h) ψ
  rw [hψ.norm_one] at h3
  rw [le_div_iff₀ hg]
  linarith

/-- Second-order leakage: let `H` and `P` be Hermitian and `g > 0`, let `P` have a nonzero kernel,
and let every nonzero level of `P` be at least `γ > 0`. Then in a ground state of `H + g P` the
expectation value of `P` is at most the squared spectral width of `H` over `γ g²`. -/
theorem constraint_leakage_gapped {H P : V →ₗ[ℂ] V} (hH : H.IsSymmetric)
    (hP : P.IsSymmetric) {g m M e γ : ℝ} (hg : 0 < g) (hγ : 0 < γ) {ψ φ : V}
    (hgap : ∀ p ∈ levels P, p = 0 ∨ γ ≤ p) (hm : IsLeast (levels H) m)
    (hM : IsGreatest (levels H) M) (hφ : φ ≠ 0) (hker : P φ = 0)
    (hψ : IsGroundState (penalised H P g) ψ e) :
    expect P ψ ≤ (M - m) ^ 2 / (γ * g ^ 2) := by
  -- the ground energy lies between the extreme levels of `H`
  have heM := ground_energy_le hH hP hM hφ hker hψ
  have hpos : 0 ≤ expect P ψ := by
    have h := le_expect hP (m := 0)
      (fun p hp => (hgap p hp).elim (fun h => h.ge) (fun h => hγ.le.trans h)) ψ
    linarith
  have hme : m ≤ e := by
    have h2 := hψ.expect_eq
    rw [expect_penalised] at h2
    have h3 := le_expect hH (fun _ h => hm.2 h) ψ
    rw [hψ.norm_one] at h3
    have h4 := mul_nonneg hg.le hpos
    linarith
  -- the gap bounds `γ` times the expectation value by a squared norm
  have hnorm : γ * expect P ψ ≤ ‖P ψ‖ ^ 2 := by
    obtain ⟨b, l, hl, hc, hx⟩ := exists_modes hP
    rw [hx, ← b.sum_sq_norm_inner_right (P ψ), Finset.mul_sum]
    refine Finset.sum_le_sum fun i _ => ?_
    rw [hc, norm_mul, mul_pow, Complex.norm_real, Real.norm_eq_abs, sq_abs, ← mul_assoc]
    refine mul_le_mul_of_nonneg_right ?_ (sq_nonneg _)
    rcases hgap _ (hl i) with h | h
    · simp [h]
    · nlinarith
  -- the eigenvalue equation bounds each amplitude of `g P ψ`
  have hres : g ^ 2 * ‖P ψ‖ ^ 2 ≤ (M - m) ^ 2 := by
    obtain ⟨b, l, hl, hc, -⟩ := exists_modes hH
    have heq : (g : ℂ) • P ψ = (e : ℂ) • ψ - H ψ := by
      rw [← hψ.eigen]
      simp [penalised]
    have hn : g ^ 2 * ‖P ψ‖ ^ 2 = ‖(e : ℂ) • ψ - H ψ‖ ^ 2 := by
      rw [← heq, norm_smul, mul_pow, Complex.norm_real, Real.norm_eq_abs, sq_abs]
    have h1 : (M - m) ^ 2 = ∑ i, (M - m) ^ 2 * ‖⟪b i, ψ⟫_ℂ‖ ^ 2 := by
      rw [← Finset.mul_sum, b.sum_sq_norm_inner_right ψ, hψ.norm_one]
      ring
    rw [hn, h1, ← b.sum_sq_norm_inner_right ((e : ℂ) • ψ - H ψ)]
    refine Finset.sum_le_sum fun i _ => ?_
    rw [inner_sub_right, inner_smul_right, hc, ← sub_mul, ← Complex.ofReal_sub, norm_mul,
      mul_pow, Complex.norm_real, Real.norm_eq_abs, sq_abs]
    refine mul_le_mul_of_nonneg_right ?_ (sq_nonneg _)
    have h2 := hm.2 (hl i)
    have h3 := hM.2 (hl i)
    exact sq_le_sq' (by linarith) (by linarith)
  rw [le_div_iff₀ (by positivity)]
  have h := mul_le_mul_of_nonneg_left hnorm (sq_nonneg g)
  linarith

/-- The two-level operator `diag(a, b)`. -/
def diagOp (a b : ℝ) : EuclideanSpace ℂ (Fin 2) →ₗ[ℂ] EuclideanSpace ℂ (Fin 2) where
  toFun x := !₂[(a : ℂ) * x 0, (b : ℂ) * x 1]
  map_add' x y := by ext i; fin_cases i <;> simp [mul_add]
  map_smul' c x := by ext i; fin_cases i <;> simp [mul_left_comm]

/-- The operator `diag(a, b)` is Hermitian and its levels are `a` and `b`. -/
theorem diagOp_spec (a b : ℝ) : (diagOp a b).IsSymmetric ∧ levels (diagOp a b) = {a, b} := by
  constructor
  · intro x y
    simp [diagOp, PiLp.inner_apply, Fin.sum_univ_two]
    ring
  ext e
  constructor
  · rintro ⟨v, hv, h⟩
    have h0 : (a : ℂ) * v 0 = e * v 0 := congrArg (fun w => w.ofLp 0) h
    have h1 : (b : ℂ) * v 1 = e * v 1 := congrArg (fun w => w.ofLp 1) h
    by_cases hv0 : v 0 = 0
    · have hv1 : v 1 ≠ 0 := by
        intro hv1
        apply hv
        ext i
        fin_cases i
        · exact hv0
        · exact hv1
      exact Or.inr (Complex.ofReal_injective (mul_right_cancel₀ hv1 h1).symm)
    · exact Or.inl (Complex.ofReal_injective (mul_right_cancel₀ hv0 h0).symm)
  · rintro (rfl | rfl)
    · refine ⟨!₂[1, 0], fun h => ?_, ?_⟩
      · exact one_ne_zero (congrArg (fun w => w.ofLp 0) h : (1 : ℂ) = 0)
      · ext i; fin_cases i <;> simp [diagOp]
    · refine ⟨!₂[0, 1], fun h => ?_, ?_⟩
      · exact one_ne_zero (congrArg (fun w => w.ofLp 1) h : (1 : ℂ) = 0)
      · ext i; fin_cases i <;> simp [diagOp]

/-- For `W, g > 0`, `H = diag(W, 0)` and `P = diag(0, W/g)` the vector `(0, 1)` is a ground state of
`H + g P`, `(1, 0)` satisfies the constraint, and both leakage bounds, the second with `γ = W/g`,
are equalities in the state `(0, 1)`. -/
theorem leakage_sharp_witness {W g : ℝ} (hW : 0 < W) (hg : 0 < g) :
    IsLeast (levels (diagOp W 0)) 0 ∧ IsGreatest (levels (diagOp W 0)) W ∧
    levels (diagOp 0 (W / g)) = {0, W / g} ∧ diagOp 0 (W / g) !₂[1, 0] = 0 ∧
    IsGroundState (penalised (diagOp W 0) (diagOp 0 (W / g)) g) !₂[0, 1] W ∧
    expect (diagOp 0 (W / g)) !₂[0, 1] = (W - 0) / g ∧
    expect (diagOp 0 (W / g)) !₂[0, 1] = (W - 0) ^ 2 / (W / g * g ^ 2) := by
  have hgc : (g : ℂ) ≠ 0 := Complex.ofReal_ne_zero.mpr hg.ne'
  -- the penalty exactly levels out the two energies
  have hK : penalised (diagOp W 0) (diagOp 0 (W / g)) g = diagOp W W := by
    refine LinearMap.ext fun x => ?_
    ext i
    fin_cases i
    · simp [penalised, diagOp]
    · have h : (g : ℂ) * ((W : ℂ) / g * x 1) = W * x 1 := by field_simp
      simpa [penalised, diagOp] using h
  have hE : expect (diagOp 0 (W / g)) !₂[0, 1] = W / g := by
    have h : ⟪(!₂[0, 1] : EuclideanSpace ℂ (Fin 2)), diagOp 0 (W / g) !₂[0, 1]⟫_ℂ
        = ((W / g : ℝ) : ℂ) := by
      simp [diagOp, PiLp.inner_apply, Fin.sum_univ_two]
    rw [expect, h, Complex.ofReal_re]
  refine ⟨?_, ?_, (diagOp_spec _ _).2, ?_, ?_, ?_, ?_⟩
  · rw [(diagOp_spec _ _).2]
    refine ⟨Or.inr rfl, ?_⟩
    rintro x (rfl | rfl)
    · exact hW.le
    · exact le_rfl
  · rw [(diagOp_spec _ _).2]
    refine ⟨Or.inl rfl, ?_⟩
    rintro x (rfl | rfl)
    · exact le_rfl
    · exact hW.le
  · ext i; fin_cases i <;> simp [diagOp]
  · rw [hK]
    refine ⟨by simp [EuclideanSpace.norm_eq, Fin.sum_univ_two], ?_, ?_⟩
    · ext i; fin_cases i <;> simp [diagOp]
    · rw [(diagOp_spec _ _).2]
      rintro x (rfl | rfl) <;> exact le_rfl
  · rw [hE, sub_zero]
  · rw [hE, sub_zero]
    have hW' := hW.ne'
    have hg' := hg.ne'
    field_simp

end

end ConstraintLeakage
```

```lean
#print axioms ConstraintLeakage.constraint_leakage
-- 'ConstraintLeakage.constraint_leakage' depends on axioms: [propext, Classical.choice, Quot.sound]
#print axioms ConstraintLeakage.constraint_leakage_gapped
-- 'ConstraintLeakage.constraint_leakage_gapped' depends on axioms: [propext, Classical.choice, Quot.sound]
```

## How the proof follows the derivation

`exists_modes` supplies the eigenbasis expansion. Symmetry moves $A$ onto the basis vector, which gives $\langle b_i,Ax\rangle=l_i\langle b_i,x\rangle$. `le_expect` and `expect_le` then compare the sums term by term with `Finset.sum_le_sum`.

`ground_energy_le` is the trial-state argument: it checks that $H+gP$ is Hermitian, removes the penalty on $\varphi$, and cancels the positive factor $\|\varphi\|^2$. `constraint_leakage` combines $e\le M$ with `expect_eq`, `expect_penalised` and the lower bound on $\langle\psi,H\psi\rangle$; after `le_div_iff₀` clears the denominator, `linarith` finishes.

In the gapped theorem, `hme` is $m\le e$, `hnorm` is $\gamma\langle\psi,P\psi\rangle\le\|P\psi\|^2$, and `hres` is $g^2\|P\psi\|^2\le(M-m)^2$. Inside `hres`, `sq_le_sq'` turns the location of $e$ and $l_i$ in $[m,M]$ into $(e-l_i)^2\le(M-m)^2$. Multiplying `hnorm` by $g^2$ joins the two estimates.

`leakage_sharp_witness` shows that both bounds can be equalities. With $H=\mathrm{diag}(W,0)$, $P=\mathrm{diag}(0,W/g)$ and $W>0$, the step `hK` finds $H+gP=\mathrm{diag}(W,W)$. Every unit vector is then a ground state, and $(0,1)$ has leakage $W/g$, which equals both bounds for $\gamma=W/g$. The lemma `diagOp_spec` provides the Hermiticity and the levels. Here $P$ is tuned to $g$; for a fixed gapped $P$, the second bound makes the leakage fall at least as fast as $1/g^2$.
